# m ≥ 2 anticommuting matrices of square 1 give level repulsion with exponent m − 1

Take m ≥ 2 Hermitian matrices Gᵢ that anticommute and square to 1. For real a and xᵢ, the levels of H = a + Σ xᵢ Gᵢ are a + ‖x‖ and a − ‖x‖, so the gap is 2‖x‖ whatever m is. Yet small gaps are said to be suppressed with exponent 1 for real Hamiltonians, 2 for complex ones, and 4 for Kramers doublets. If the gap always opens linearly, where do three different exponents come from?

## The gap is a radius, and the dimension sets the exponent

They come from counting parameters. The points x with gap at most s form a ball of radius s/2 in m dimensions. Its volume goes as s^m, and the volume per unit gap as s^(m−1). With m = 2, 3 and 5 the exponents are 1, 2 and 4.

These are the exponents of the orthogonal, unitary and symplectic random-matrix classes, obtained here from volume in a finite model linear in its parameters, with no random ensemble. The same count describes how rarely two electronic states come close, if such a model represents them and its parameters are spread smoothly around x = 0, as made precise below.

To derive this, number the matrices i = 0, …, m−1 and write K = Σ xᵢ Gᵢ. In the anticommutator of Gᵢ with K, every term with j ≠ i vanishes, and Gᵢ² = 1 leaves

Gᵢ K + K Gᵢ = 2xᵢ.

Multiply by xᵢ and sum over i:

2K² = 2 Σ xᵢ² = 2‖x‖², so K² = ‖x‖².

If Hv = zv with v ≠ 0, then Kv = (z − a)v, hence (z − a)² = ‖x‖². No other levels are possible.

Both signs must also occur. Let c be ‖x‖ or −‖x‖. If K + c ≠ 0, choose w with (K + c)w ≠ 0. Since K² = c²,

K(K + c)w = (c² + cK)w = c(K + c)w,

so (K + c)w is an eigenvector of K for c. If instead K + c = 0, then K is a scalar d = −c, and the anticommutator gives dG₀ = x₀. Since G₀ anticommutes with G₁,

0 = (dG₀)G₁ + G₁(dG₀) = 2x₀G₁.

As G₁² = 1, G₁ is not zero, so x₀ = 0. Then dG₀ = 0 and d = 0. Thus c = 0 and K = 0, and every nonzero vector is an eigenvector for c.

With b the volume of the unit ball in m dimensions, the volume with gap at most s, and its derivative, are

V(s) = b (s/2)^m,

dV/ds = (m b / 2^m) s^(m−1).

## From a 2×2 block to a point in parameter space

The smallest case, m = 2, is the real symmetric matrix with diagonal a + x₀, a − x₀ and off-diagonal element x₁. Its near-degenerate set is a disc of area πs²/4, and the area per unit gap is πs/2. At x = 0 the two levels merge and H = a.

In a calculation with two coupled orthonormal states, x is read off the Hamiltonian block: x₀ is half the difference of the diagonal elements, and x₁ is the coupling. A diagonal difference of 0.06 eV and a real coupling of 0.04 eV give x = (0.03, 0.04) eV and a gap of 0.10 eV. A complex coupling x₁ − i x₂ adds a third coordinate. Halving s divides the volume by 4 for m = 2, by 8 for m = 3 and by 32 for m = 5.

## What the definitions and theorems say

`IsClifford` states that the matrices square to 1 and anticommute pairwise. It does not require them to be Hermitian: the eigenvalue result holds without that, and `hamiltonian_isHermitian` assumes it separately to make H Hermitian. The parameters `x` live in `EuclideanSpace ℝ (Fin m)`, which supplies the norm ‖x‖ and Lebesgue volume. In the code, `coupling` is the whole sum K, not only the off-diagonal element called the coupling above.

`IsLevel H z` means that some nonzero vector satisfies Hv = zv, with `z` complex; that the levels are real is a consequence. `isLevel_iff` says that they are exactly a ± ‖x‖, for matrices of size at least one and `2 ≤ m`. A single matrix is not enough: G₀ = 1 gives only the level a + x₀. Multiplicities are not stated.

`nearDegenerate G a s` is the set of x at which any two eigenvalues differ by at most `s`, so it is defined by the spectrum and not by ‖x‖. `volume_nearDegenerate` gives its volume for s ≥ 0. `HasRepulsionExponent G a β` says that the derivative of this volume is c s^β at every s > 0, with one constant c > 0. The usual repulsion exponent refers to the probability density of small spacings; here it refers to uniform parameter volume.

The exponent carries over to the small spacings of a physical system if, near a close approach, the levels follow this H and the xᵢ have a continuous joint probability density that is nonzero at x = 0.

`repulsion_one_two_four` applies the result to three explicit families: σz and σx; the three Pauli matrices in the order z, x, y; and five 4×4 Dirac matrices. The last five commute with the time reversal (1 ⊗ iσy) followed by complex conjugation, whose square is −1; this link to Kramers doublets is a remark added here, and the code contains no time-reversal operator.

In Lean 4 with Mathlib:

```lean
import Mathlib

open Matrix MeasureTheory

noncomputable section

namespace LevelRepulsion

variable {n : Type*} [Fintype n] [DecidableEq n] {m : ℕ}

/-- A family of matrices that square to one and anticommute pairwise. -/
structure IsClifford (G : Fin m → Matrix n n ℂ) : Prop where
  sq : ∀ i, G i * G i = 1
  anti : ∀ i j, i ≠ j → G i * G j + G j * G i = 0

/-- The coupling `∑ xᵢ Gᵢ` with real parameters `xᵢ`. -/
def coupling (G : Fin m → Matrix n n ℂ) (x : EuclideanSpace ℝ (Fin m)) : Matrix n n ℂ :=
  ∑ i, (x i : ℂ) • G i

/-- The Hamiltonian `H = a + ∑ xᵢ Gᵢ`. -/
def hamiltonian (G : Fin m → Matrix n n ℂ) (a : ℝ) (x : EuclideanSpace ℝ (Fin m)) :
    Matrix n n ℂ := (a : ℂ) • 1 + coupling G x

/-- `z` is an eigenvalue of `H`: some nonzero vector satisfies `H v = z v`. -/
def IsLevel (H : Matrix n n ℂ) (z : ℂ) : Prop := ∃ v : n → ℂ, v ≠ 0 ∧ H *ᵥ v = z • v

/-- The parameters at which any two eigenvalues of `H` are at most `s` apart. -/
def nearDegenerate (G : Fin m → Matrix n n ℂ) (a s : ℝ) : Set (EuclideanSpace ℝ (Fin m)) :=
  {x | ∀ z w, IsLevel (hamiltonian G a x) z → IsLevel (hamiltonian G a x) w → ‖z - w‖ ≤ s}

/-- The parameter volume per unit gap is `c s ^ β` at every gap `s > 0`, with `c > 0`. -/
def HasRepulsionExponent (G : Fin m → Matrix n n ℂ) (a : ℝ) (β : ℕ) : Prop :=
  ∃ c : ℝ, 0 < c ∧ ∀ s : ℝ, 0 < s →
    HasDerivAt (fun t => volume.real (nearDegenerate G a t)) (c * s ^ β) s

variable {G : Fin m → Matrix n n ℂ} (a : ℝ) (x : EuclideanSpace ℝ (Fin m))

omit [Fintype n] in
/-- If all `Gᵢ` are Hermitian, so is the Hamiltonian. -/
theorem hamiltonian_isHermitian (hG : ∀ i, (G i).IsHermitian) :
    (hamiltonian G a x).IsHermitian := by
  have h := fun i => (hG i).eq
  simp [Matrix.IsHermitian, hamiltonian, coupling, Matrix.conjTranspose_sum, h]

/-- For a Clifford family, the anticommutator of `Gᵢ` with the coupling is `2 xᵢ`. -/
theorem coupling_anticomm (hG : IsClifford G) (i : Fin m) :
    G i * coupling G x + coupling G x * G i = (2 * (x i : ℂ)) • 1 := by
  unfold coupling
  rw [Finset.mul_sum, Finset.sum_mul, ← Finset.sum_add_distrib, Finset.sum_eq_single i]
  · rw [mul_smul_comm, smul_mul_assoc, hG.sq i]
    module
  · intro j _ hj
    rw [mul_smul_comm, smul_mul_assoc, ← smul_add, hG.anti i j hj.symm, smul_zero]
  · exact fun h => absurd (Finset.mem_univ i) h

/-- For a Clifford family, the coupling squares to `‖x‖²`. -/
theorem coupling_sq (hG : IsClifford G) :
    coupling G x * coupling G x = ((‖x‖ ^ 2 : ℝ) : ℂ) • 1 := by
  have h1 : ∀ B, coupling G x * B = ∑ i, (x i : ℂ) • (G i * B) := fun B => by
    simp [coupling, Finset.sum_mul]
  have h2 : ∀ B, B * coupling G x = ∑ i, (x i : ℂ) • (B * G i) := fun B => by
    simp [coupling, Finset.mul_sum]
  have hn : ‖x‖ ^ 2 = ∑ i, x i ^ 2 := by simp [EuclideanSpace.norm_sq_eq]
  -- twice the square is a sum of anticommutators
  have h : coupling G x * coupling G x + coupling G x * coupling G x
      = (2 * ((‖x‖ ^ 2 : ℝ) : ℂ)) • 1 := by
    calc _ = ∑ i, (x i : ℂ) • (G i * coupling G x)
          + ∑ i, (x i : ℂ) • (coupling G x * G i) := by rw [← h1, ← h2]
      _ = ∑ i, (x i : ℂ) • ((2 * (x i : ℂ)) • (1 : Matrix n n ℂ)) := by
          rw [← Finset.sum_add_distrib]
          refine Finset.sum_congr rfl fun i _ => ?_
          rw [← smul_add, coupling_anticomm x hG]
      _ = _ := by
          rw [hn]
          push_cast
          rw [Finset.mul_sum, Finset.sum_smul]
          refine Finset.sum_congr rfl fun i _ => ?_
          rw [smul_smul]
          congr 1
          ring
  linear_combination (norm := module) (1 / 2 : ℂ) • h

/-- With at least two matrices in the Clifford family, on a nonzero space, a coupling that is
a multiple `d` of the identity has `d = 0`. -/
theorem scalar_coupling_eq_zero [Nonempty n] (hm : 2 ≤ m) (hG : IsClifford G) {d : ℂ}
    (hd : coupling G x = d • 1) : d = 0 := by
  have inj : ∀ (s : ℂ) k, s • G k = 0 → s = 0 := by
    intro s k h
    have h' : s • (1 : Matrix n n ℂ) = 0 := by
      rw [← hG.sq k, ← smul_mul_assoc, h, zero_mul]
    exact (smul_eq_zero.mp h').resolve_right one_ne_zero
  let i : Fin m := ⟨0, by omega⟩
  let j : Fin m := ⟨1, by omega⟩
  -- `d Gᵢ` is a scalar, yet it anticommutes with `Gⱼ`
  have h0 : d • G i = (x i : ℂ) • 1 := by
    have h := coupling_anticomm x hG i
    rw [hd, mul_smul_comm, smul_mul_assoc, mul_one, one_mul] at h
    linear_combination (norm := module) (1 / 2 : ℂ) • h
  have e : (d • G i) * G j + G j * (d • G i) = 0 := by
    rw [smul_mul_assoc, mul_smul_comm, ← smul_add, hG.anti i j (by simp [i, j]), smul_zero]
  rw [h0, smul_mul_assoc, mul_smul_comm, one_mul, mul_one] at e
  have hx := inj (x i) j (by linear_combination (norm := module) (1 / 2 : ℂ) • e)
  rw [hx, zero_smul] at h0
  exact inj d i h0

/-- For a Clifford family of at least two matrices on a nonzero space, each square root `c`
of `‖x‖²` is an eigenvalue of the coupling. -/
theorem coupling_isLevel [Nonempty n] (hm : 2 ≤ m) (hG : IsClifford G) {c : ℂ}
    (hc : c * c = ((‖x‖ ^ 2 : ℝ) : ℂ)) : IsLevel (coupling G x) c := by
  by_cases hK : coupling G x + c • 1 = 0
  · have hK' : coupling G x = (-c) • 1 := by linear_combination (norm := module) hK
    have hc0 : c = 0 := neg_eq_zero.mp (scalar_coupling_eq_zero x hm hG hK')
    obtain ⟨v, hv⟩ := exists_ne (0 : n → ℂ)
    refine ⟨v, hv, ?_⟩
    rw [hK', hc0]
    simp
  · -- `K + c` maps every vector into the eigenspace of `c`
    obtain ⟨w, hw⟩ : ∃ w, (coupling G x + c • 1) *ᵥ w ≠ 0 := by
      by_contra! h
      apply hK
      ext i j
      have h' := congrFun (h (Pi.single j 1)) i
      rw [Matrix.mulVec_single_one] at h'
      exact h'
    refine ⟨_, hw, ?_⟩
    rw [Matrix.mulVec_mulVec, ← Matrix.smul_mulVec]
    congr 1
    rw [mul_add, coupling_sq x hG, ← hc, mul_smul_comm, mul_one]
    module

/-- For a Clifford family of at least two matrices on a nonzero space, the eigenvalues of
`H = a + ∑ xᵢ Gᵢ` are exactly `a + ‖x‖` and `a - ‖x‖`. -/
theorem isLevel_iff [Nonempty n] (hm : 2 ≤ m) (hG : IsClifford G) (z : ℂ) :
    IsLevel (hamiltonian G a x) z ↔
      z = ((a + ‖x‖ : ℝ) : ℂ) ∨ z = ((a - ‖x‖ : ℝ) : ℂ) := by
  have hH : ∀ v, hamiltonian G a x *ᵥ v = (a : ℂ) • v + coupling G x *ᵥ v := fun v => by
    rw [hamiltonian, Matrix.add_mulVec, Matrix.smul_mulVec, Matrix.one_mulVec]
  constructor
  · rintro ⟨v, hv, h⟩
    rw [hH] at h
    have hk : coupling G x *ᵥ v = (z - a) • v := by linear_combination (norm := module) h
    have e : coupling G x *ᵥ (coupling G x *ᵥ v) = ((‖x‖ ^ 2 : ℝ) : ℂ) • v := by
      rw [Matrix.mulVec_mulVec, coupling_sq x hG, Matrix.smul_mulVec, Matrix.one_mulVec]
    rw [hk, Matrix.mulVec_smul, hk] at e
    have h2 : ((z - a) * (z - a) - ((‖x‖ ^ 2 : ℝ) : ℂ)) • v = 0 := by
      linear_combination (norm := module) e
    have h3 := (smul_eq_zero.mp h2).resolve_right hv
    have h4 : (z - ((a + ‖x‖ : ℝ) : ℂ)) * (z - ((a - ‖x‖ : ℝ) : ℂ)) = 0 := by
      push_cast at h3 ⊢
      linear_combination h3
    exact (mul_eq_zero.mp h4).imp sub_eq_zero.mp sub_eq_zero.mp
  · have lift : ∀ c : ℂ, c * c = ((‖x‖ ^ 2 : ℝ) : ℂ) →
        IsLevel (hamiltonian G a x) (a + c) := fun c hc => by
      obtain ⟨v, hv, h⟩ := coupling_isLevel x hm hG hc
      exact ⟨v, hv, by rw [hH, h, add_smul]⟩
    rintro (rfl | rfl)
    · simpa using lift ‖x‖ (by push_cast; ring)
    · simpa [sub_eq_add_neg] using lift (-‖x‖) (by push_cast; ring)

/-- For a Clifford family of `m ≥ 2` matrices on a nonzero space and `s ≥ 0`, the parameters
with gap at most `s` fill `(s/2) ^ m` times the volume of the unit ball. -/
theorem volume_nearDegenerate [Nonempty n] (hm : 2 ≤ m) (hG : IsClifford G) {s : ℝ}
    (hs : 0 ≤ s) : volume.real (nearDegenerate G a s)
      = (s / 2) ^ m * volume.real (Metric.ball (0 : EuclideanSpace ℝ (Fin m)) 1) := by
  -- the gap is `2‖x‖`, so the set is a ball of radius `s/2`
  have hball : nearDegenerate G a s = Metric.closedBall 0 (s / 2) := by
    ext x
    rw [mem_closedBall_zero_iff]
    constructor
    · intro h
      have h' := h _ _ ((isLevel_iff a x hm hG _).2 (Or.inl rfl))
        ((isLevel_iff a x hm hG _).2 (Or.inr rfl))
      rw [← Complex.ofReal_sub, Complex.norm_real, Real.norm_eq_abs] at h'
      linarith [le_abs_self (a + ‖x‖ - (a - ‖x‖))]
    · intro h z w hz hw
      rw [isLevel_iff a x hm hG] at hz hw
      have h0 := norm_nonneg x
      rcases hz with rfl | rfl <;> rcases hw with rfl | rfl <;>
        rw [← Complex.ofReal_sub, Complex.norm_real, Real.norm_eq_abs, abs_le] <;>
        constructor <;> linarith
  rw [hball, measureReal_def, Measure.addHaar_closedBall _ _ (by positivity),
    ENNReal.toReal_mul, ENNReal.toReal_ofReal (by positivity), finrank_euclideanSpace_fin,
    measureReal_def]

/-- A Clifford family of `m ≥ 2` matrices on a nonzero space has repulsion exponent `m - 1`. -/
theorem repulsion_exponent [Nonempty n] (hm : 2 ≤ m) (hG : IsClifford G) :
    HasRepulsionExponent G a (m - 1) := by
  obtain ⟨b, hb, hV⟩ : ∃ b : ℝ, 0 < b ∧ ∀ s : ℝ, 0 ≤ s →
      volume.real (nearDegenerate G a s) = (s / 2) ^ m * b :=
    ⟨_, ENNReal.toReal_pos (Metric.measure_ball_pos volume _ one_pos).ne'
      measure_ball_lt_top.ne, fun s hs => volume_nearDegenerate a hm hG hs⟩
  have hm' : (0 : ℝ) < m := by exact_mod_cast (by omega : 0 < m)
  refine ⟨b / 2 ^ m * m, by positivity, fun s hs => ?_⟩
  have hd := (hasDerivAt_pow m s).const_mul (b / 2 ^ m)
  refine (hd.congr_of_eventuallyEq ?_).congr_deriv (by ring)
  filter_upwards [lt_mem_nhds hs] with t ht
  rw [hV t ht.le, div_pow]
  ring

/-- Two further matrices by doubling the space: `σz ⊗ 1`, `σx ⊗ 1`, and then all `σy ⊗ Gₖ`. -/
def double (G : Fin m → Matrix n n ℂ) : Fin (m + 2) → Matrix (n ⊕ n) (n ⊕ n) ℂ :=
  vecCons (fromBlocks 1 0 0 (-1)) (vecCons (fromBlocks 0 1 1 0)
    fun k => fromBlocks 0 (-Complex.I • G k) (Complex.I • G k) 0)

/-- Doubling a Clifford family gives a Clifford family. -/
theorem double_isClifford (hG : IsClifford G) : IsClifford (double G) := by
  have split : ∀ i : Fin (m + 2), i = 0 ∨ i = Fin.succ 0 ∨ ∃ k : Fin m, i = k.succ.succ :=
    fun i => Fin.cases (Or.inl rfl) (fun j => Fin.cases (Or.inr (Or.inl rfl))
      (fun k => Or.inr (Or.inr ⟨k, rfl⟩)) j) i
  have e0 : double G 0 = fromBlocks 1 0 0 (-1) := rfl
  have e1 : double G (Fin.succ 0) = fromBlocks 0 1 1 0 := rfl
  have e2 : ∀ k : Fin m, double G k.succ.succ
      = fromBlocks 0 (-Complex.I • G k) (Complex.I • G k) 0 := fun _ => rfl
  refine ⟨fun i => ?_, fun i j hij => ?_⟩
  · rcases split i with rfl | rfl | ⟨k, rfl⟩ <;> simp only [e0, e1, e2] <;>
      simp [fromBlocks_multiply, hG.sq, smul_smul]
  · rcases split i with rfl | rfl | ⟨k, rfl⟩ <;> rcases split j with rfl | rfl | ⟨l, rfl⟩
    pick_goal 9
    · have h := hG.anti k l (fun h => hij (by rw [h]))
      simp only [e2]
      simp [fromBlocks_multiply, fromBlocks_add, smul_smul, h]
    all_goals first
      | exact absurd rfl hij
      | (simp only [e0, e1, e2]; simp [fromBlocks_multiply, fromBlocks_add])

/-- The two real Pauli matrices. -/
def realPair : Fin 2 → Matrix (Fin 1 ⊕ Fin 1) (Fin 1 ⊕ Fin 1) ℂ := double (m := 0) fun _ => 1

/-- The three Pauli matrices, in the order z, x, y. -/
def pauli : Fin 3 → Matrix (Fin 1 ⊕ Fin 1) (Fin 1 ⊕ Fin 1) ℂ := double (m := 1) fun _ => 1

/-- The real pair, the Pauli matrices and their double, five Dirac matrices of size four,
are Clifford families. -/
theorem isClifford_witness :
    IsClifford realPair ∧ IsClifford pauli ∧ IsClifford (double pauli) := by
  have h : ∀ k ≤ 1, IsClifford (fun _ : Fin k => (1 : Matrix (Fin 1) (Fin 1) ℂ)) :=
    fun k hk => ⟨fun _ => one_mul 1, fun i j hij => (hij (Fin.ext (by omega))).elim⟩
  have hp : IsClifford pauli := double_isClifford (h 1 le_rfl)
  exact ⟨double_isClifford (h 0 zero_le_one), hp, double_isClifford hp⟩

/-- The repulsion exponents of the real pair, the Pauli matrices and the five Dirac matrices
are 1, 2 and 4. -/
theorem repulsion_one_two_four : HasRepulsionExponent realPair a 1 ∧
    HasRepulsionExponent pauli a 2 ∧ HasRepulsionExponent (double pauli) a 4 :=
  ⟨repulsion_exponent a (by norm_num) isClifford_witness.1,
    repulsion_exponent a (by norm_num) isClifford_witness.2.1,
    repulsion_exponent a (by norm_num) isClifford_witness.2.2⟩

end LevelRepulsion
```

```lean
#print axioms LevelRepulsion.hamiltonian_isHermitian
#print axioms LevelRepulsion.repulsion_exponent
#print axioms LevelRepulsion.repulsion_one_two_four
```

```
'LevelRepulsion.hamiltonian_isHermitian' depends on axioms: [propext, Classical.choice, Quot.sound]
'LevelRepulsion.repulsion_exponent' depends on axioms: [propext, Classical.choice, Quot.sound]
'LevelRepulsion.repulsion_one_two_four' depends on axioms: [propext, Classical.choice, Quot.sound]
```

## From anticommutators to the derivative

`coupling_anticomm` isolates the term j = i with `Finset.sum_eq_single`. `coupling_sq` sums these anticommutators and halves the result. `scalar_coupling_eq_zero` is the argument with G₀ and G₁.

`coupling_isLevel` splits on whether K + c vanishes. If it does not, some basis vector has a nonzero image, because those images are the columns of the matrix; this provides w.

In `isLevel_iff`, the forward direction applies K twice to v and factors the resulting quadratic in z. The reverse direction shifts the eigenvectors of K for ±‖x‖ by a.

`volume_nearDegenerate` first proves `hball`, the equality with a closed ball. One inclusion compares the two known levels, the other checks all four pairs. The scaling of ball volumes then gives the formula. `repulsion_exponent` differentiates it; since the formula holds for nonnegative gaps, it is valid throughout a neighbourhood of any s > 0, which is all the derivative needs.

The explicit families come from `double`, which turns m matrices into m + 2 on a space twice as large: σz ⊗ 1, σx ⊗ 1 and all σy ⊗ Gₖ. `double_isClifford` checks the relations by block multiplication, and only the pairs σy ⊗ Gₖ, σy ⊗ Gₗ use the anticommutation of the original family. Starting from no matrices of size one gives the real pair. Starting from the single matrix 1 gives the Pauli matrices, and doubling again gives the five.
